# For a three-electron Jastrow amplitude with linear node and continuous exponents, Fock's condition holds exactly when the parallel and antiparallel exponents differ by a constant

Let $P$ and $A$ be real functions, continuous on $[0,\infty)$, and let $F(x,y,z)=(y-x)\,e^{P(|x-y|)+A(|x-z|)+A(|y-z|)}$; then $F(x,y,z)=F(z,y,x)+F(x,z,y)$ holds for all real $x,y,z$ if and only if $P-A$ is constant on $[0,\infty)$. If $P$ and $A$ have different slopes at zero separation, the condition therefore fails, and the wavefunction built from $F$ for three electrons on a line, with spin up at $x$ and $y$ and spin down at $z$, is not a pure spin doublet.

```lean
import Mathlib

open Set

namespace SpinDependentCusps

noncomputable section

/-- Spatial amplitude of three electrons on a line, with `x`, `y` spin-up and `z` spin-down:
a node factor times pair correlation factors `P` (parallel) and `A` (antiparallel). -/
def jastrow (P A : ℝ → ℝ) (x y z : ℝ) : ℝ :=
  (y - x) * Real.exp (P |x - y| + A |x - z| + A |y - z|)

/-- Fock's cyclic condition on a three-electron spatial amplitude. -/
def FockCondition (F : ℝ → ℝ → ℝ → ℝ) : Prop :=
  ∀ x y z, F x y z = F z y x + F x z y

/-- The full wavefunction at positions `x`, `y`, `z` as a function of the three spins
(`true` is up), with two electrons up and one down. -/
def spinState (F : ℝ → ℝ → ℝ → ℝ) (x y z : ℝ) : Bool → Bool → Bool → ℝ
  | true, true, false => F x y z
  | false, true, true => F y z x
  | true, false, true => F z x y
  | _, _, _ => 0

/-- The total spin-raising operator (in units of ħ) on three-electron spin amplitudes. -/
def spinRaise (Ψ : Bool → Bool → Bool → ℝ) : Bool → Bool → Bool → ℝ :=
  fun a b c => (if a = true then Ψ false b c else 0) +
    (if b = true then Ψ a false c else 0) + (if c = true then Ψ a b false else 0)

/-- The odd function of the pair separation that carries the difference between
parallel and antiparallel correlation. -/
def pairFactor (P A : ℝ → ℝ) (t : ℝ) : ℝ := t * Real.exp (P |t| - A |t|)

/-- The Padé correlation exponent with slope `p` at coalescence and range parameter `b`. -/
def pade (p b r : ℝ) : ℝ := p * r / (1 + b * r)

/-- If the spatial amplitude is antisymmetric in its two spin-up electrons, the full
wavefunction changes sign when electrons 1 and 2, or 2 and 3, are exchanged. -/
theorem spinState_antisymm (F : ℝ → ℝ → ℝ → ℝ) (hF : ∀ x y z, F y x z = -F x y z)
    (x y z : ℝ) (a b c : Bool) :
    spinState F y x z b a c = -spinState F x y z a b c ∧
      spinState F x z y a c b = -spinState F x y z a b c := by
  have h1 := hF x y z
  have h2 := hF y z x
  have h3 := hF z x y
  cases a <;> cases b <;> cases c <;> simp [spinState, h1, h2, h3]

/-- For an amplitude antisymmetric in its spin-up pair, the spin-raising operator annihilates
the full wavefunction at all positions exactly when Fock's condition holds. -/
theorem spinRaise_eq_zero_iff_fock (F : ℝ → ℝ → ℝ → ℝ)
    (hF : ∀ x y z, F y x z = -F x y z) :
    (∀ x y z, spinRaise (spinState F x y z) = 0) ↔ FockCondition F := by
  constructor
  · intro h x y z
    -- only the component with all spins up carries information
    have k := congrFun (congrFun (congrFun (h x y z) true) true) true
    simp [spinRaise, spinState] at k
    linarith [hF y z x, hF z x y]
  · intro h x y z
    have k := h x y z
    have h2 := hF y z x
    have h3 := hF z x y
    funext a b c
    cases a <;> cases b <;> cases c <;> simp [spinRaise, spinState]
    linarith

/-- The correlated amplitude is antisymmetric in its two spin-up electrons. -/
theorem jastrow_antisymm (P A : ℝ → ℝ) (x y z : ℝ) :
    jastrow P A y x z = -jastrow P A x y z := by
  have e : P |y - x| + A |y - z| + A |x - z| = P |x - y| + A |x - z| + A |y - z| := by
    rw [abs_sub_comm y x]; ring
  unfold jastrow
  rw [e]; ring

/-- The amplitude is a fully symmetric correlation factor times the pair factor of the
two spin-up electrons. -/
theorem jastrow_factor (P A : ℝ → ℝ) (x y z : ℝ) :
    jastrow P A x y z =
      Real.exp (A |x - y| + A |x - z| + A |y - z|) * pairFactor P A (y - x) := by
  have e : Real.exp (P |x - y| + A |x - z| + A |y - z|) =
      Real.exp (A |x - y| + A |x - z| + A |y - z|) * Real.exp (P |x - y| - A |x - y|) := by
    rw [← Real.exp_add]; congr 1; ring
  unfold jastrow pairFactor
  rw [abs_sub_comm y x, e]; ring

/-- The defect in Fock's condition is a symmetric exponential times the failure of the
pair factor to be additive. -/
theorem fock_defect (P A : ℝ → ℝ) (x y z : ℝ) :
    jastrow P A x y z - jastrow P A z y x - jastrow P A x z y =
      Real.exp (A |x - y| + A |x - z| + A |y - z|) *
        (pairFactor P A (y - x) - pairFactor P A (y - z) - pairFactor P A (z - x)) := by
  have e1 : A |z - y| + A |z - x| + A |y - x| = A |x - y| + A |x - z| + A |y - z| := by
    rw [abs_sub_comm z y, abs_sub_comm z x, abs_sub_comm y x]; ring
  have e2 : A |x - z| + A |x - y| + A |z - y| = A |x - y| + A |x - z| + A |y - z| := by
    rw [abs_sub_comm z y]; ring
  rw [jastrow_factor P A x y z, jastrow_factor P A z y x, jastrow_factor P A x z y, e1, e2]
  ring

/-- For continuous correlation exponents, Fock's condition holds exactly when the parallel and
antiparallel exponents differ by a constant. -/
theorem fock_iff_const (P A : ℝ → ℝ) (hP : ContinuousOn P (Ici 0))
    (hA : ContinuousOn A (Ici 0)) :
    FockCondition (jastrow P A) ↔ ∃ c, ∀ r, 0 ≤ r → P r - A r = c := by
  constructor
  · intro h
    -- Fock's condition makes the pair factor additive
    have hadd : ∀ s t, pairFactor P A (s + t) = pairFactor P A s + pairFactor P A t := by
      intro s t
      have k := fock_defect P A 0 (s + t) t
      have f := h 0 (s + t) t
      have f0 : jastrow P A 0 (s + t) t - jastrow P A t (s + t) 0
          - jastrow P A 0 t (s + t) = 0 := by linarith
      rw [f0] at k
      rcases mul_eq_zero.1 k.symm with k | k
      · exact absurd k (Real.exp_ne_zero _)
      · simp only [sub_zero, add_sub_cancel_right] at k
        linarith
    have hcont : Continuous (fun t : ℝ => P |t| - A |t|) :=
      (hP.comp_continuous continuous_abs (fun t => abs_nonneg t)).sub
        (hA.comp_continuous continuous_abs (fun t => abs_nonneg t))
    have hh : Continuous (pairFactor P A) :=
      continuous_id.mul (Real.continuous_exp.comp hcont)
    -- a continuous additive function is linear
    have hlin : ∀ t, pairFactor P A t = t * pairFactor P A 1 := by
      intro t
      have k := map_real_smul (AddMonoidHom.mk' (pairFactor P A) hadd) hh t (1 : ℝ)
      simpa using k
    have hne : ∀ t : ℝ, t ≠ 0 → P |t| - A |t| = P |1| - A |1| := by
      intro t ht
      have e := hlin t
      simp only [pairFactor, one_mul] at e
      exact Real.exp_injective (mul_left_cancel₀ ht e)
    -- continuity extends the equality to coalescence
    have hall : (fun t : ℝ => P |t| - A |t|) = fun _ => P |1| - A |1| :=
      Continuous.ext_on (dense_compl_singleton (0 : ℝ)) hcont continuous_const
        (fun t ht => hne t ht)
    refine ⟨P |1| - A |1|, fun r hr => ?_⟩
    have k := congrFun hall r
    simpa only [abs_of_nonneg hr] using k
  · rintro ⟨c, hc⟩ x y z
    have hp : ∀ t, pairFactor P A t = t * Real.exp c := fun t => by
      rw [pairFactor, hc _ (abs_nonneg t)]
    have k := fock_defect P A x y z
    simp only [hp] at k
    linear_combination k

/-- If the parallel and antiparallel exponents are continuous at non-negative separations and have
different slopes at coalescence, the spin-raising operator does not annihilate the wavefunction at
some positions. -/
theorem contaminated_of_cusp_ne (P A : ℝ → ℝ) (hP : ContinuousOn P (Ici 0))
    (hA : ContinuousOn A (Ici 0)) (p a : ℝ) (hp : HasDerivWithinAt P p (Ici 0) 0)
    (ha : HasDerivWithinAt A a (Ici 0) 0) (hpa : p ≠ a) :
    ∃ x y z, spinRaise (spinState (jastrow P A) x y z) ≠ 0 := by
  by_contra! h
  obtain ⟨c, hc⟩ := (fock_iff_const P A hP hA).1
    ((spinRaise_eq_zero_iff_fock _ (jastrow_antisymm P A)).1 h)
  have e : ∀ r ∈ Ici (0 : ℝ), P r = A r + c := fun r hr => by
    linarith [hc r (mem_Ici.1 hr)]
  -- `P` then inherits the slope of `A`
  have hp' : HasDerivWithinAt P a (Ici 0) 0 :=
    (ha.add_const c).congr e (e 0 (mem_Ici.2 le_rfl))
  have u : UniqueDiffWithinAt ℝ (Ici (0 : ℝ)) 0 :=
    uniqueDiffOn_Ici 0 0 (mem_Ici.2 le_rfl)
  exact hpa ((hp.derivWithin u).symm.trans (hp'.derivWithin u))

/-- Padé correlation factors with a common non-negative range parameter and different parallel and
antiparallel slopes give a wavefunction that the spin-raising operator does not annihilate. -/
theorem pade_contaminated (p a b : ℝ) (hb : 0 ≤ b) (hpa : p ≠ a) :
    ∃ x y z, spinRaise (spinState (jastrow (pade p b) (pade a b)) x y z) ≠ 0 := by
  have hcont : ∀ q : ℝ, ContinuousOn (pade q b) (Ici 0) := by
    intro q
    unfold pade
    refine ContinuousOn.div (by fun_prop) (by fun_prop) (fun r hr => ?_)
    have k : 0 ≤ b * r := mul_nonneg hb (mem_Ici.1 hr)
    exact ne_of_gt (by linarith)
  by_contra! h
  obtain ⟨c, hc⟩ := (fock_iff_const _ _ (hcont p) (hcont a)).1
    ((spinRaise_eq_zero_iff_fock _ (jastrow_antisymm _ _)).1 h)
  -- compare the exponents at separations 0 and 1
  have h0 : p * 0 / (1 + b * 0) - a * 0 / (1 + b * 0) = c := hc 0 le_rfl
  have h1 : p * 1 / (1 + b * 1) - a * 1 / (1 + b * 1) = c := hc 1 zero_le_one
  have c0 : c = 0 := by rw [← h0]; simp
  rw [c0, ← sub_div, div_eq_zero_iff] at h1
  rcases h1 with h1 | h1
  · exact hpa (by linarith)
  · linarith

end

end SpinDependentCusps
```

```lean
#print axioms SpinDependentCusps.spinState_antisymm
#print axioms SpinDependentCusps.fock_iff_const
#print axioms SpinDependentCusps.contaminated_of_cusp_ne
#print axioms SpinDependentCusps.pade_contaminated
```

```
'SpinDependentCusps.spinState_antisymm' depends on axioms: [propext, Classical.choice, Quot.sound]
'SpinDependentCusps.fock_iff_const' depends on axioms: [propext, Classical.choice, Quot.sound]
'SpinDependentCusps.contaminated_of_cusp_ne' depends on axioms: [propext, Classical.choice, Quot.sound]
'SpinDependentCusps.pade_contaminated' depends on axioms: [propext, Classical.choice, Quot.sound]
```

## Three electrons, two spins up and one down

The amplitude $F$ is `jastrow P A`. Its first two arguments are the positions of the spin-up electrons and its third is the position of the spin-down electron. The factor $y-x$ supplies the node that the Pauli principle requires for the like-spin pair. The exponent $P$ correlates parallel spins and $A$ antiparallel spins. Both are functions on all of $\mathbb R$ in Lean, but only their values at non-negative separations enter, and continuity is assumed only there (`Ici 0` is $[0,\infty)$).

The function `spinState F x y z` puts electrons 1, 2, 3 at $x,y,z$ and returns an amplitude for each spin triple, with `true` for up:

$$\Psi(\uparrow\uparrow\downarrow)=F(x,y,z),\quad \Psi(\downarrow\uparrow\uparrow)=F(y,z,x),\quad \Psi(\uparrow\downarrow\uparrow)=F(z,x,y),$$

and zero for the other five. The theorem `spinState_antisymm` confirms that this is a fermionic wavefunction whenever $F$ is antisymmetric in its first two arguments: exchanging the positions and spins of electrons 1 and 2, or of 2 and 3, changes the sign, and these two exchanges generate all permutations.

The operator `spinRaise` is $S_+$ in units of $\hbar$. Its meaning for the total spin comes from $S^2=S_-S_++S_z(S_z+1)$. Here $S_z=\tfrac12$, so $S^2\Psi=\tfrac34\Psi+S_-S_+\Psi$. If $S_+\Psi=0$, the state is a doublet; otherwise it has a quartet component, which is the spin contamination.

Fock's condition can be formulated for any number of electrons of each spin; `FockCondition` is the case of two up and one down. The model is one-dimensional, has no orbitals beyond the linear node and no confining factor. Since $F$ depends only on differences of positions, it is never square-integrable over the whole line for all three electrons, and so is not a normalisable state. All statements are pointwise in the positions, and none measures the size of the contamination.

## Why different slopes are wanted, and what they cost

In three dimensions, the Coulomb cusp conditions in atomic units ask for a slope of $\tfrac12$ at coalescence for antiparallel pairs and $\tfrac14$ for parallel pairs. Slater–Jastrow functions in quantum Monte Carlo can meet both with spin-dependent exponents; in the present three-electron model on a line, any such difference of slopes spoils the spin symmetry.

That is `contaminated_of_cusp_ne`: if $P$ and $A$ have right derivatives $p\neq a$ at zero, then $S_+\Psi\neq0$ at some positions. The theorem `pade_contaminated` gives the same conclusion for the Padé exponents $pr/(1+br)$ and $ar/(1+br)$ with $p\ne a$ and a common $b\ge0$, which keeps the denominators positive.

Equal slopes are not enough to restore the doublet. With $P(r)=-r^2$ and $A=0$ both slopes vanish, but $P-A$ is not constant, so Fock's condition fails.

## From the raising operator to Fock's condition

Applied to a state with one spin down, $S_+$ can only produce the component with all spins up:

$$(S_+\Psi)(\uparrow\uparrow\uparrow)=F(y,z,x)+F(z,x,y)+F(x,y,z).$$

Antisymmetry in the first two arguments gives $F(y,z,x)=-F(z,y,x)$ and $F(z,x,y)=-F(x,z,y)$. Hence

$$(S_+\Psi)(\uparrow\uparrow\uparrow)=F(x,y,z)-F(z,y,x)-F(x,z,y),$$

which vanishes at all positions exactly when Fock's condition holds. This is `spinRaise_eq_zero_iff_fock`. One direction of its proof evaluates the operator at three `true` values; the other runs through all eight spin triples, of which only this one is not immediately zero. The lemma `jastrow_antisymm` supplies the required antisymmetry: exchanging $x$ and $y$ leaves the exponent unchanged and reverses $y-x$.

## The defect measures a failure of additivity

Write

$$h(t)=t\,e^{P(|t|)-A(|t|)},\qquad E=e^{A(|x-y|)+A(|x-z|)+A(|y-z|)}.$$

In Lean, $h$ is `pairFactor P A`. Adding and subtracting $A(|x-y|)$ in the exponent of $F$ gives $F(x,y,z)=E\,h(y-x)$, which is `jastrow_factor`. The factor $E$ is symmetric in all three positions, so it is also the factor in the other two terms: $F(z,y,x)=E\,h(y-z)$ and $F(x,z,y)=E\,h(z-x)$. Therefore, as `fock_defect` states,

$$F(x,y,z)-F(z,y,x)-F(x,z,y)=E\,\bigl[h(y-x)-h(y-z)-h(z-x)\bigr].$$

Since $y-x=(y-z)+(z-x)$, the bracket tests whether $h$ is additive.

## Additivity and continuity leave only a constant

Suppose Fock's condition holds. In `fock_iff_const`, the positions $x=0$, $y=s+t$, $z=t$ are inserted into the defect formula. The left side is zero and $E>0$, so

$$h(s+t)=h(s)+h(t)\qquad\text{for all real } s,t.$$

Additivity gives $h(qt)=q\,h(t)$ for every rational $q$. Because $P$ and $A$ are continuous on $[0,\infty)$, $h$ is continuous on $\mathbb R$, and the relation extends to real multiples. Thus $h(t)=t\,h(1)$; the Lean proof obtains this from Mathlib's `map_real_smul`.

For $t\neq0$, dividing by $t$ leaves

$$e^{P(|t|)-A(|t|)}=e^{P(1)-A(1)},$$

and since the exponential is injective, $P(|t|)-A(|t|)=P(1)-A(1)$. At $t=0$ the division is impossible, but both sides of the last equation are continuous and agree on the dense set $t\ne0$, so they agree at zero too. This is the step with `Continuous.ext_on`.

Conversely, if $P-A=c$ on $[0,\infty)$, then $h(t)=e^{c}t$ and the bracket becomes

$$e^{c}\,[(y-x)-(y-z)-(z-x)]=0.$$

The two contamination theorems argue by contradiction. If $S_+\Psi$ vanished everywhere, $P=A+c$ would hold on $[0,\infty)$. Then $P$ would have the right derivative $a$ at zero as well as $p$, and uniqueness of the one-sided derivative would force $p=a$. For the Padé exponents, it suffices to compare two separations: the difference $P-A$ is $0$ at $r=0$ and $(p-a)/(1+b)$ at $r=1$, so constancy again gives $p=a$.

## A jump at coalescence escapes the condition

Without continuity the equivalence fails. Take $A=0$ everywhere, $P(0)=1$ and $P(r)=0$ for $r>0$. Then $h(t)=t$ for every $t$, including $t=0$, where the prefactor removes the value of $P$. Fock's condition holds, yet $P-A$ equals $1$ at zero and $0$ elsewhere. The node of the like-spin pair hides the parallel exponent at exact coalescence, and continuity is what ties that one value to the rest.
